# Real, nonzero Bogoliubov frequencies of a positive-definite boson Hamiltonian

Let a quadratic Hamiltonian for \(N\) boson modes have the coefficient matrix \(H=K^*K\), with \(K\) an invertible \(2N\times2N\) matrix and \(K^*\) its conjugate transpose. Put \(\sigma=\mathrm{diag}(1,-1)\) in \(N\times N\) blocks, and let \(K\sigma K^*=ULU^*\) with \(U\) unitary and \(L\) real diagonal. Then every \(L_i\) is nonzero, and \(T=K^{-1}U|L|^{1/2}\) satisfies

\[
T^*HT=|L|,\qquad T\,\mathrm{sign}(L)\,T^*=\sigma,\qquad \sigma HT=TL .
\]

The eigenvalues of \(\sigma H\) are therefore real; \(N\) of the \(L_i\) are positive and \(N\) negative. Linear spin-wave theory, which neglects interactions between magnons, leads to quadratic boson Hamiltonians. For finitely many modes the result applies when \(H\) is positive definite, and so not when there is a Goldstone mode of zero frequency.

```lean
import Mathlib

open Matrix
open scoped ComplexOrder

namespace BosonicBogoliubov

noncomputable section

variable {n : Type*} [Fintype n] [DecidableEq n]
```

## Operators, metric and transformation

Collect the operators in \(\Psi=(a_1,\dots,a_N,a_1^\dagger,\dots,a_N^\dagger)^T\) and write \(\hat H=\tfrac12\Psi^\dagger H\Psi\). The boson commutators are \([\Psi_i,\Psi_j^\dagger]=\sigma_{ij}\). If the Hermitian matrix \(H\) is written in the symmetric form \(\begin{pmatrix}A&B\\\overline B&\overline A\end{pmatrix}\), where the bar conjugates each entry, then with \(\hbar=1\) the equation of motion is \(i\dot\Psi=\sigma H\Psi\). In Lean the finite type `n` labels the modes, so \(N\) is `Fintype.card n`, and `n ⊕ n` labels the entries of \(\Psi\): `Sum.inl` for annihilation, `Sum.inr` for creation.

```lean
/-- The metric `diag(1, -1)` on Nambu space, with one block for annihilation and one for
creation operators. -/
def nambuMetric (n : Type*) [DecidableEq n] : Matrix (n ⊕ n) (n ⊕ n) ℂ :=
  fromBlocks 1 0 0 (-1)
```

The frequencies are a real function `L` on `n ⊕ n`, in any order, and `realDiag` turns such a function into a complex matrix.

```lean
/-- The complex diagonal matrix with the real entries `d`. -/
def realDiag {m : Type*} [DecidableEq m] (d : m → ℝ) : Matrix m m ℂ :=
  diagonal fun i => (d i : ℂ)
```

New operators \(\Phi\) are defined by \(\Psi=T\Phi\).

```lean
/-- The transformation `T = K⁻¹ U |L|^(1/2)`, for invertible `K`. -/
def colpaTransform (K U : Matrix (n ⊕ n) (n ⊕ n) ℂ) (L : n ⊕ n → ℝ) :
    Matrix (n ⊕ n) (n ⊕ n) ℂ :=
  K⁻¹ * U * realDiag fun i => Real.sqrt |L i|
```

The theorems concern these matrices; Fock space does not appear. They also do not assume the symmetric form of \(H\) given above. Hence they do not say that the \(L_i\) come in pairs \(\pm\omega\), or that half of the \(\Phi_i\) are the adjoints of the other half, as a full Bogoliubov transformation requires.

Three identities are needed: real diagonal matrices multiply entrywise, they are Hermitian, and \(\sigma^2=1\).

```lean
/-- Real diagonal matrices multiply entry by entry. -/
theorem realDiag_mul (a b : n → ℝ) :
    realDiag a * realDiag b = realDiag fun i => a i * b i := by
  simp [realDiag, diagonal_mul_diagonal]

omit [Fintype n] in
/-- A real diagonal matrix is Hermitian. -/
theorem realDiag_conjTranspose (a : n → ℝ) : (realDiag a)ᴴ = realDiag a := by
  rw [realDiag, diagonal_conjTranspose]
  congr 1
  funext i
  simp

/-- The Nambu metric is its own inverse. -/
theorem nambuMetric_sq : nambuMetric n * nambuMetric n = 1 := by
  simp [nambuMetric, fromBlocks_multiply]
```

## No zero frequency

Taking determinants of \(K\sigma K^*=ULU^*\) gives

\[
|\det K|^2\det\sigma=\det U\,\Bigl(\prod_i L_i\Bigr)\,\overline{\det U}.
\]

The left side is nonzero, because \(K\) is invertible (`IsUnit K`) and \(\sigma^2=1\). A vanishing \(L_i\) would make the right side zero.

```lean
variable {H K U : Matrix (n ⊕ n) (n ⊕ n) ℂ} {L : n ⊕ n → ℝ}

/-- If `K` is invertible and `K σ K* = U L U*`, no entry of `L` vanishes. -/
theorem frequency_ne_zero (hK : IsUnit K)
    (hL : K * nambuMetric n * Kᴴ = U * realDiag L * Uᴴ) (i : n ⊕ n) : L i ≠ 0 := by
  intro hi
  have hD : (realDiag L).det = 0 := by
    rw [realDiag, det_diagonal]
    exact Finset.prod_eq_zero (Finset.mem_univ i) (by simp [hi])
  have hdK : K.det ≠ 0 := ((Matrix.isUnit_iff_isUnit_det K).1 hK).ne_zero
  have hdS : (nambuMetric n).det ≠ 0 := by
    intro h0
    have h := congrArg det (nambuMetric_sq (n := n))
    rw [det_mul, h0, det_one, mul_zero] at h
    exact zero_ne_one h
  have h := congrArg det hL
  rw [det_mul, det_mul, det_mul, det_mul, hD, mul_zero, zero_mul, det_conjTranspose] at h
  exact mul_ne_zero (mul_ne_zero hdK hdS) (star_ne_zero.2 hdK) h
```

## Energy, commutators and equation of motion

The definition of \(T\) gives \(KT=U|L|^{1/2}\), which is `hKT` in the proof. The energy follows:

\[
T^*HT=(KT)^*(KT)=|L|^{1/2}U^*U|L|^{1/2}=|L|.
\]

For the commutators, use \(|L|^{1/2}\mathrm{sign}(L)|L|^{1/2}=L\), which `hR` checks separately for positive and negative entries:

\[
T\,\mathrm{sign}(L)\,T^*=K^{-1}ULU^*(K^{-1})^*=K^{-1}K\sigma K^*(K^{-1})^*=\sigma .
\]

For the equation of motion, insert \(K^{-1}K\) before \(\sigma\), and let the diagonal matrices commute (`hc`):

\[
\sigma HT=K^{-1}(K\sigma K^*)(KT)=K^{-1}ULU^*U|L|^{1/2}=K^{-1}U|L|^{1/2}L=TL .
\]

The three `calc` blocks follow these lines. The hypotheses `hH` and `hK` together say that \(H\) is positive definite: the quadratic energy rises in every direction, so the system is stable. For such an \(H\), a Cholesky factorisation supplies \(K\) and the spectral theorem supplies \(U\) and \(L\); here all three are given.

```lean
/-- For `H = K*K` with `K` invertible, and `K σ K* = U L U*` with `U` unitary, the frequencies `L`
are nonzero, and `T` makes the energy diagonal, satisfies `T sign(L) T* = σ` and solves the equation
of motion `σ H T = T L`. -/
theorem colpa_diagonalization (hH : H = Kᴴ * K) (hK : IsUnit K)
    (hU : U ∈ unitaryGroup (n ⊕ n) ℂ)
    (hL : K * nambuMetric n * Kᴴ = U * realDiag L * Uᴴ) :
    (∀ i, L i ≠ 0) ∧
    (colpaTransform K U L)ᴴ * H * colpaTransform K U L = realDiag (fun i => |L i|) ∧
    colpaTransform K U L * realDiag (fun i => Real.sign (L i)) * (colpaTransform K U L)ᴴ
      = nambuMetric n ∧
    nambuMetric n * H * colpaTransform K U L = colpaTransform K U L * realDiag L := by
  subst hH
  have hne := frequency_ne_zero hK hL
  have hdet := (Matrix.isUnit_iff_isUnit_det K).1 hK
  have hK1 : K * K⁻¹ = 1 := Matrix.mul_nonsing_inv K hdet
  have hK2 : K⁻¹ * K = 1 := Matrix.nonsing_inv_mul K hdet
  have hK3 : Kᴴ * (K⁻¹)ᴴ = 1 := by rw [← conjTranspose_mul, hK2, conjTranspose_one]
  have hU1 : Uᴴ * U = 1 := Matrix.mem_unitaryGroup_iff'.1 hU
  have hKT : K * colpaTransform K U L = U * realDiag fun i => Real.sqrt |L i| := by
    rw [colpaTransform, ← Matrix.mul_assoc, ← Matrix.mul_assoc, hK1, Matrix.one_mul]
  refine ⟨hne, ?_, ?_, ?_⟩
  · -- the energy is the Gram matrix of `K T = U |L|^(1/2)`
    calc _ = (K * colpaTransform K U L)ᴴ * (K * colpaTransform K U L) := by
          rw [conjTranspose_mul]; simp only [Matrix.mul_assoc]
      _ = (realDiag fun i => Real.sqrt |L i|) * (Uᴴ * U) *
            realDiag fun i => Real.sqrt |L i| := by
          rw [hKT, conjTranspose_mul, realDiag_conjTranspose]; simp only [Matrix.mul_assoc]
      _ = _ := by
          rw [hU1, Matrix.mul_one, realDiag_mul]
          congr 1
          funext i
          exact Real.mul_self_sqrt (abs_nonneg _)
  · -- `|L|^(1/2) sign(L) |L|^(1/2) = L` restores `K σ K*`
    have hR : (realDiag fun i => Real.sqrt |L i|) * (realDiag fun i => Real.sign (L i)) *
        (realDiag fun i => Real.sqrt |L i|) = realDiag L := by
      rw [realDiag_mul, realDiag_mul]
      congr 1
      funext i
      have hs := Real.mul_self_sqrt (abs_nonneg (L i))
      rcases lt_or_gt_of_ne (hne i) with h | h
      · rw [Real.sign_of_neg h]
        linear_combination -hs - abs_of_neg h
      · rw [Real.sign_of_pos h]
        linear_combination hs + abs_of_pos h
    calc _ = K⁻¹ * (U * ((realDiag fun i => Real.sqrt |L i|) *
            (realDiag fun i => Real.sign (L i)) *
            (realDiag fun i => Real.sqrt |L i|)) * Uᴴ) * (K⁻¹)ᴴ := by
          rw [colpaTransform, conjTranspose_mul, conjTranspose_mul, realDiag_conjTranspose]
          simp only [Matrix.mul_assoc]
      _ = (K⁻¹ * K) * nambuMetric n * (Kᴴ * (K⁻¹)ᴴ) := by
          rw [hR, ← hL]; simp only [Matrix.mul_assoc]
      _ = _ := by rw [hK2, hK3, Matrix.one_mul, Matrix.mul_one]
  · -- insert `K⁻¹ K` in front of the metric
    have hc : realDiag L * (realDiag fun i => Real.sqrt |L i|) =
        (realDiag fun i => Real.sqrt |L i|) * realDiag L := by
      rw [realDiag_mul, realDiag_mul]
      congr 1
      funext i
      exact mul_comm _ _
    calc _ = (K⁻¹ * K) * nambuMetric n * Kᴴ * (K * colpaTransform K U L) := by
          rw [hK2, Matrix.one_mul]; simp only [Matrix.mul_assoc]
      _ = K⁻¹ * (K * nambuMetric n * Kᴴ) * (U * realDiag fun i => Real.sqrt |L i|) := by
          rw [hKT]; simp only [Matrix.mul_assoc]
      _ = K⁻¹ * U * realDiag L * (Uᴴ * U) * realDiag fun i => Real.sqrt |L i| := by
          rw [hL]; simp only [Matrix.mul_assoc]
      _ = K⁻¹ * U * (realDiag L * realDiag fun i => Real.sqrt |L i|) := by
          rw [hU1, Matrix.mul_one]; simp only [Matrix.mul_assoc]
      _ = _ := by rw [hc, colpaTransform]; simp only [Matrix.mul_assoc]
```

## The inverse of the transformation

Multiplying the commutator relation by \(\sigma\) on the right gives \(T\,(\mathrm{sign}(L)T^*\sigma)=1\). For square matrices a right inverse is also a left inverse, so \(\mathrm{sign}(L)T^*\sigma T=1\). Since no \(L_i\) vanishes, \(\mathrm{sign}(L)^2=1\), and therefore

\[
T^*\sigma T=\mathrm{sign}(L).
\]

Thus \([\Phi_i,\Phi_j^\dagger]=\mathrm{sign}(L_i)\,\delta_{ij}\): where \(L_i<0\), \(\Phi_i\) has the commutator of a creation operator.

```lean
/-- `T` has the inverse `sign(L) T* σ`, and its columns are orthonormal in the Nambu metric
up to the signs of the frequencies. -/
theorem colpa_paraunitary (hK : IsUnit K) (hU : U ∈ unitaryGroup (n ⊕ n) ℂ)
    (hL : K * nambuMetric n * Kᴴ = U * realDiag L * Uᴴ) :
    colpaTransform K U L * (realDiag (fun i => Real.sign (L i)) *
      (colpaTransform K U L)ᴴ * nambuMetric n) = 1 ∧
    (colpaTransform K U L)ᴴ * nambuMetric n * colpaTransform K U L
      = realDiag fun i => Real.sign (L i) := by
  obtain ⟨hne, -, h2, -⟩ := colpa_diagonalization rfl hK hU hL
  generalize colpaTransform K U L = T at *
  have hinv : T * (realDiag (fun i => Real.sign (L i)) * Tᴴ * nambuMetric n) = 1 := by
    rw [← Matrix.mul_assoc, ← Matrix.mul_assoc, h2, nambuMetric_sq]
  have hSS : realDiag (fun i => Real.sign (L i)) * realDiag (fun i => Real.sign (L i)) = 1 := by
    rw [realDiag_mul, realDiag, ← diagonal_one]
    congr 1
    funext i
    rcases lt_or_gt_of_ne (hne i) with h | h
    · simp [Real.sign_of_neg h]
    · simp [Real.sign_of_pos h]
  refine ⟨hinv, ?_⟩
  calc Tᴴ * nambuMetric n * T
      = realDiag (fun i => Real.sign (L i)) *
          ((realDiag (fun i => Real.sign (L i)) * Tᴴ * nambuMetric n) * T) := by
        simp only [Matrix.mul_assoc]
        rw [← Matrix.mul_assoc (realDiag _) (realDiag _), hSS, Matrix.one_mul]
    _ = _ := by rw [mul_eq_one_comm.1 hinv, Matrix.mul_one]
```

## Every eigenvalue is real

Let \(\sigma Hv=\omega v\) with \(v\neq0\) and \(\omega\) complex. The amplitudes \(w=T^{-1}v\) are not all zero, and

\[
Lw=T^{-1}(TL)w=T^{-1}\sigma HTw=\omega w .
\]

At an index with \(w_i\neq0\), \(L_iw_i=\omega w_i\) gives \(\omega=L_i\).

```lean
/-- Every eigenvalue of the dynamical matrix `σ H` is one of the real numbers `L i`. -/
theorem eigenvalue_eq_frequency (hH : H = Kᴴ * K) (hK : IsUnit K)
    (hU : U ∈ unitaryGroup (n ⊕ n) ℂ)
    (hL : K * nambuMetric n * Kᴴ = U * realDiag L * Uᴴ) {ω : ℂ} {v : n ⊕ n → ℂ}
    (hv0 : v ≠ 0) (hv : (nambuMetric n * H) *ᵥ v = ω • v) : ∃ i, ω = (L i : ℂ) := by
  obtain ⟨-, -, -, h3⟩ := colpa_diagonalization hH hK hU hL
  have hTX := (colpa_paraunitary hK hU hL).1
  generalize colpaTransform K U L = T at *
  generalize realDiag (fun i => Real.sign (L i)) * Tᴴ * nambuMetric n = X at hTX
  -- pass to normal-mode amplitudes `w = T⁻¹ v`
  obtain ⟨w, hw⟩ : ∃ w, w = X *ᵥ v := ⟨_, rfl⟩
  have hTw : T *ᵥ w = v := by rw [hw, Matrix.mulVec_mulVec, hTX, Matrix.one_mulVec]
  have hLw : realDiag L *ᵥ w = ω • w := by
    calc realDiag L *ᵥ w = (X * (T * realDiag L)) *ᵥ w := by
          rw [← Matrix.mul_assoc, mul_eq_one_comm.1 hTX, Matrix.one_mul]
      _ = X *ᵥ ((nambuMetric n * H) *ᵥ (T *ᵥ w)) := by
          rw [← h3]; simp only [Matrix.mulVec_mulVec, Matrix.mul_assoc]
      _ = ω • w := by rw [hTw, hv, Matrix.mulVec_smul, ← hw]
  have hw0 : w ≠ 0 := by
    intro h
    rw [h, Matrix.mulVec_zero] at hTw
    exact hv0 hTw.symm
  obtain ⟨i, hi⟩ := Function.ne_iff.1 hw0
  have h := congrFun hLw i
  rw [realDiag, Matrix.mulVec_diagonal, Pi.smul_apply, smul_eq_mul] at h
  exact ⟨i, mul_right_cancel₀ hi h.symm⟩
```

## Equal numbers of positive and negative frequencies

Suppose \(A^*A=1+B^*B\), where \(A\) and \(B\) have \(N\) rows. If \(Av=0\), then \(0=\|v\|^2+\|Bv\|^2\), so \(v=0\). Hence \(A\) is injective and has at most \(N\) columns.

```lean
omit [DecidableEq n] in
/-- If `A*A = 1 + B*B`, then `A` has at most as many columns as rows. -/
theorem card_le_of_gram {p : Type*} [Fintype p] [DecidableEq p] (A B : Matrix n p ℂ)
    (h : Aᴴ * A = 1 + Bᴴ * B) : Fintype.card p ≤ Fintype.card n := by
  have hinj : Function.Injective A.mulVecLin := by
    rw [injective_iff_map_eq_zero]
    intro v hv
    rw [Matrix.mulVecLin_apply] at hv
    have h1 := congrArg (fun M => star v ⬝ᵥ (M *ᵥ v)) h
    simp only [Matrix.add_mulVec, Matrix.one_mulVec, ← Matrix.mulVec_mulVec, hv,
      Matrix.mulVec_zero, dotProduct_zero, dotProduct_add] at h1
    rw [Matrix.dotProduct_mulVec, ← Matrix.star_mulVec] at h1
    -- two nonnegative norms add up to zero
    exact dotProduct_star_self_eq_zero.1 ((add_eq_zero_iff_of_nonneg
      (dotProduct_star_self_nonneg v) (dotProduct_star_self_nonneg (B *ᵥ v))).1 h1.symm).1
  have := LinearMap.finrank_le_finrank_of_injective hinj
  simpa only [Module.finrank_fintype_fun_eq_card] using this
```

Entry by entry, \(T^*\sigma T=\mathrm{sign}(L)\) reads (`hent`)

\[
\sum_a\overline{T_{\mathrm{inl}\,a,\,i}}\,T_{\mathrm{inl}\,a,\,j}-\sum_a\overline{T_{\mathrm{inr}\,a,\,i}}\,T_{\mathrm{inr}\,a,\,j}=\mathrm{sign}(L_i)\,\delta_{ij}.
\]

On the columns with \(L_i>0\), let \(A\) be the upper half of \(T\) and \(B\) the lower half; then \(A^*A=1+B^*B\), and there are at most \(N\) such columns. On the columns with \(L_i<0\) the halves exchange roles, with the same bound. The two numbers add up to \(2N\), so each equals \(N\).

```lean
/-- The number of positive frequencies and the number of negative frequencies both equal the number
of boson modes, `Fintype.card n`. -/
theorem card_frequencies (hK : IsUnit K) (hU : U ∈ unitaryGroup (n ⊕ n) ℂ)
    (hL : K * nambuMetric n * Kᴴ = U * realDiag L * Uᴴ) :
    Fintype.card {i // 0 < L i} = Fintype.card n ∧
    Fintype.card {i // L i < 0} = Fintype.card n := by
  have hne := frequency_ne_zero hK hL
  have hT := (colpa_paraunitary hK hU hL).2
  generalize colpaTransform K U L = T at hT
  have hent : ∀ i j, (∑ a, star (T (Sum.inl a) i) * T (Sum.inl a) j) -
      ∑ a, star (T (Sum.inr a) i) * T (Sum.inr a) j
        = realDiag (fun i => Real.sign (L i)) i j := by
    intro i j
    rw [← hT]
    simp [nambuMetric, Matrix.mul_apply, Fintype.sum_sum_type, Matrix.one_apply,
      sub_eq_add_neg]
  have hpos : Fintype.card {i // 0 < L i} ≤ Fintype.card n := by
    apply card_le_of_gram (T.submatrix Sum.inl Subtype.val) (T.submatrix Sum.inr Subtype.val)
    ext i j
    have h : realDiag (fun i => Real.sign (L i)) i.1 j.1
        = (1 : Matrix {i // 0 < L i} {i // 0 < L i} ℂ) i j := by
      by_cases e : i = j
      · subst e
        simp [realDiag, Real.sign_of_pos i.2]
      · rw [realDiag, diagonal_apply_ne _ (fun q => e (Subtype.ext q)), one_apply_ne e]
    simp only [Matrix.add_apply, Matrix.mul_apply, conjTranspose_apply, submatrix_apply]
    linear_combination hent i.1 j.1 + h
  have hneg : Fintype.card {i // L i < 0} ≤ Fintype.card n := by
    apply card_le_of_gram (T.submatrix Sum.inr Subtype.val) (T.submatrix Sum.inl Subtype.val)
    ext i j
    have h : realDiag (fun i => Real.sign (L i)) i.1 j.1
        = -(1 : Matrix {i // L i < 0} {i // L i < 0} ℂ) i j := by
      by_cases e : i = j
      · subst e
        simp [realDiag, Real.sign_of_neg i.2]
      · rw [realDiag, diagonal_apply_ne _ (fun q => e (Subtype.ext q)), one_apply_ne e, neg_zero]
    simp only [Matrix.add_apply, Matrix.mul_apply, conjTranspose_apply, submatrix_apply]
    linear_combination -hent i.1 j.1 - h
  -- there are `2 * Fintype.card n` frequencies in all, so both bounds are attained
  have hc : Fintype.card {i // L i < 0} = Fintype.card {i // ¬ 0 < L i} :=
    Fintype.card_congr (Equiv.subtypeEquivRight fun i =>
      ⟨fun h => not_lt_of_ge h.le, fun h => lt_of_le_of_ne (not_lt.1 h) (hne i)⟩)
  have hs := Fintype.card_subtype_compl (fun i => 0 < L i)
  have ht := Fintype.card_subtype_le (fun i => 0 < L i)
  rw [Fintype.card_sum] at hs ht
  omega
```

## One mode with pairing

The Hamiltonian \(\hat H=5a^\dagger a+2(a^2+a^{\dagger2})+\tfrac52\) has

\[
H=\begin{pmatrix}5&4\\4&5\end{pmatrix},\qquad K=\begin{pmatrix}2&1\\1&2\end{pmatrix},\qquad K\sigma K^*=\begin{pmatrix}3&0\\0&-3\end{pmatrix}.
\]

```lean
/-- The factor `K = [[2, 1], [1, 2]]` for a single boson mode. -/
def pairingFactor : Matrix (Fin 1 ⊕ Fin 1) (Fin 1 ⊕ Fin 1) ℂ :=
  fromBlocks !![2] !![1] !![1] !![2]
```

With \(U=1\) and \(L=(3,-3)\) all hypotheses are met, as the next theorem checks. The transformation is then \(T=\tfrac1{\sqrt3}\begin{pmatrix}2&-1\\-1&2\end{pmatrix}\), and the mode has frequency 3.

```lean
/-- The single mode with `H = [[5, 4], [4, 5]]` meets the hypotheses with `U = 1` and
`L = (3, -3)`. -/
theorem colpa_witness :
    pairingFactorᴴ * pairingFactor = fromBlocks !![5] !![4] !![4] !![5] ∧
    IsUnit pairingFactor ∧
    (1 : Matrix (Fin 1 ⊕ Fin 1) (Fin 1 ⊕ Fin 1) ℂ) ∈ unitaryGroup (Fin 1 ⊕ Fin 1) ℂ ∧
    pairingFactor * nambuMetric (Fin 1) * pairingFactorᴴ
      = 1 * realDiag (Sum.elim (fun _ => 3) (fun _ => -3)) * 1ᴴ := by
  have h2 : (starRingEnd ℂ) 2 = 2 := Complex.conj_eq_iff_im.2 (by norm_num)
  refine ⟨?_, ?_, one_mem _, ?_⟩
  · ext i j
    rcases i with i | i <;> rcases j with j | j <;> fin_cases i <;> fin_cases j <;>
      simp [pairingFactor, Matrix.mul_apply, Fintype.sum_sum_type, h2] <;> norm_num
  · refine (Matrix.isUnit_iff_isUnit_det _).2 (Matrix.isUnit_det_of_right_inverse
      (B := fromBlocks !![2 / 3] !![-1 / 3] !![-1 / 3] !![2 / 3]) ?_)
    ext i j
    rcases i with i | i <;> rcases j with j | j <;> fin_cases i <;> fin_cases j <;>
      simp [pairingFactor, Matrix.mul_apply, Fintype.sum_sum_type] <;>
      norm_num
  · rw [conjTranspose_one, Matrix.one_mul, Matrix.mul_one]
    ext i j
    rcases i with i | i <;> rcases j with j | j <;> fin_cases i <;> fin_cases j <;>
      simp [pairingFactor, nambuMetric, realDiag, Matrix.mul_apply, Fintype.sum_sum_type, h2] <;>
      norm_num

end

end BosonicBogoliubov
```

## A singular factor

Without invertibility of \(K\) the conclusion fails. Take

\[
K=\begin{pmatrix}1&1\\0&0\end{pmatrix},\qquad H=K^*K=\begin{pmatrix}1&1\\1&1\end{pmatrix},\qquad \sigma H=\begin{pmatrix}1&1\\-1&-1\end{pmatrix}.
\]

Now \(K\sigma K^*=0\), so both frequencies vanish. Moreover \(\sigma H\) is nonzero but squares to zero, so no invertible \(T\) diagonalises it. Here \(\hat H=\tfrac12(a+a^\dagger)^2\) is the square of a single quadrature, like the kinetic energy of a free particle, and has no restoring force.

```lean
#print axioms BosonicBogoliubov.eigenvalue_eq_frequency
#print axioms BosonicBogoliubov.card_frequencies
```

```
'BosonicBogoliubov.eigenvalue_eq_frequency' depends on axioms: [propext, Classical.choice, Quot.sound]
'BosonicBogoliubov.card_frequencies' depends on axioms: [propext, Classical.choice, Quot.sound]
```
